# The Gorkov–Melik-Barkhudarov factor $(4e)^{1/3}$ from an averaged Lindhard function

If the polarisation of the medium is ignored, the weak-coupling formula for the critical temperature of a three-dimensional Fermi gas with two equally populated spin states and a short-range attraction comes out too high by a factor of about 2.2, and making the attraction weaker does not help. The medium induces a repulsion of only second order in the coupling $\lambda$, but $T_c$ depends on $\exp(-1/\lambda)$, and there a shift of order $\lambda^2$ in $\lambda$ changes the exponent by a number of order one. The size and form of the induced repulsion are taken here as input from perturbation theory; the theorems compute its average and its effect on $T_c$.

## Response, coupling and temperature

```lean
import Mathlib

open Set Filter Topology MeasureTheory

namespace GorkovMelikBarkhudarov

noncomputable section
```

This loads Mathlib and opens the notation for intervals, limits and integrals.

```lean
/-- The static Lindhard function below twice the Fermi momentum, with `x = q / (2 kF)`. -/
def lindhard (x : ℝ) : ℝ :=
  1 / 2 + (1 - x ^ 2) / (4 * x) * Real.log ((1 + x) / (1 - x))
```

A `def` introduces a function. This one is the static Lindhard function

$$f(x)=\frac12+\frac{1-x^2}{4x}\ln\frac{1+x}{1-x},\qquad x=\frac{q}{2k_F},$$

the size of the static density response of a non-interacting three-dimensional Fermi gas at zero temperature, for momentum $q$, normalised so that $f\to1$ as $x\to0$. The formula is used for $0<x<1$.

```lean
/-- The s-wave average of the Lindhard function over the Fermi surface: `u` is the cosine of the
scattering angle and `√((1 + u) / 2)` the exchange momentum in units of `2 kF`. -/
def swaveAverage : ℝ := ∫ u in (-1 : ℝ)..1, lindhard (√((1 + u) / 2)) / 2
```

With $u=\cos\theta$, this is the s-wave average $\langle f\rangle=\frac12\int_{-1}^{1} f\big(\sqrt{(1+u)/2}\big)\,du$. The uniform weight in $u$ is that of a sphere in three dimensions.

```lean
/-- The weak-coupling critical temperature `A exp(-1/lam)` for a dimensionless attraction `lam`. -/
def criticalTemp (A lam : ℝ) : ℝ := A * Real.exp (-1 / lam)
```

This is $T_c=A\,e^{-1/\lambda}$, with $\lambda$ written `lam`. For a gas with s-wave scattering length $a<0$, the coupling is $\lambda=2k_F|a|/\pi$. The prefactor $A$ stands for the energy scale of the gas and does not depend on $\lambda$.

```lean
/-- The attraction `lam` reduced at second order by an induced repulsion `c lam ^ 2`. -/
def correctedCoupling (c lam : ℝ) : ℝ := lam - lam ^ 2 * c
```

The corrected coupling is $\lambda-\lambda^2c$. The coefficient $c$ represents particle–hole polarisation, which screens the attraction between opposite spins. This form is postulated, and no diagrams are evaluated.

```lean
/-- An explicit primitive of `2 x f(x)`, with `f` the Lindhard function. -/
def primitive (x : ℝ) : ℝ :=
  x ^ 2 / 3 + (1 + x) * (2 - x) / 6 * ((1 + x) * Real.log (1 + x))
    + (1 - x) * (2 + x) / 6 * ((1 - x) * Real.log (1 - x))
```

Written out, the function is

$$F(x)=\frac{x^2}{3}+\frac{(1+x)^2(2-x)}{6}\ln(1+x)+\frac{(1-x)^2(2+x)}{6}\ln(1-x).$$

It comes from integrating $2xf(x)$ by parts. The code keeps one factor $1\pm x$ next to each logarithm, which will give continuity at $x=1$.

## The exchange momentum

```lean
/-- For two momenta on the Fermi sphere, the exchange momentum `|k + k'|` in units of `2 kF` is
`√((1 + cos θ) / 2)`, where `cos θ = k · k' / kF ^ 2`. -/
theorem exchange_momentum {V : Type*} [NormedAddCommGroup V] [InnerProductSpace ℝ V]
    {k k' : V} {kF : ℝ} (hF : 0 < kF) (hk : ‖k‖ = kF) (hk' : ‖k'‖ = kF) :
    ‖k + k'‖ / (2 * kF) = √((1 + inner ℝ k k' / kF ^ 2) / 2) := by
  rw [← Real.sqrt_sq (by positivity : 0 ≤ ‖k + k'‖ / (2 * kF))]
  congr 1
  rw [div_pow, norm_add_sq_real, hk, hk']
  field_simp
  ring
```

When a pair with momenta $k,-k$ scatters into $k',-k'$, the exchange momentum is the difference $k-(-k')=k+k'$. The hypotheses stand before the colon: $k_F>0$, and both vectors have length $k_F$. The conclusion follows from

$$|k+k'|^2=2k_F^2+2\,k\cdot k'=2k_F^2(1+\cos\theta).$$

Dividing by $4k_F^2$ and taking the root gives $x=\sqrt{(1+\cos\theta)/2}$. Lean does the same: it writes the left side as the root of its square, expands with `norm_add_sq_real`, and leaves the algebra to `field_simp` and `ring`. The space `V` may have any dimension.

## Integrating up to the endpoints

```lean
private lemma lindhard_nonneg {x : ℝ} (h0 : 0 < x) (h1 : x < 1) : 0 ≤ lindhard x := by
  have hd : 0 < 1 - x := by linarith
  have hl : 0 ≤ Real.log ((1 + x) / (1 - x)) := by
    apply Real.log_nonneg
    rw [le_div_iff₀ hd]
    linarith
  have hq : 0 ≤ (1 - x ^ 2) / (4 * x) := div_nonneg (by nlinarith) (by linarith)
  have := mul_nonneg hq hl
  unfold lindhard
  linarith
```

For $0<x<1$ the ratio $(1+x)/(1-x)$ is at least 1, so its logarithm is nonnegative, and so is $f(x)$.

```lean
private lemma integral_of_nonneg_deriv {F f : ℝ → ℝ} {a b : ℝ} (hab : a ≤ b)
    (hc : Continuous F) (hd : ∀ x ∈ Ioo a b, HasDerivAt F (f x) x)
    (hn : ∀ x ∈ Ioo a b, 0 ≤ f x) : ∫ x in a..b, f x = F b - F a := by
  apply intervalIntegral.integral_eq_sub_of_hasDerivAt_of_le hab hc.continuousOn hd
  rw [intervalIntegrable_iff_integrableOn_Ioc_of_le hab]
  exact intervalIntegral.integrableOn_deriv_of_nonneg hc.continuousOn hd hn
```

The proof turns on this lemma. It says that $\int_a^b f=F(b)-F(a)$ if $F$ is continuous, $F'=f$ on the open interval `Ioo a b`, and $f\ge0$ there. Here $f$ stands for any such integrand. Nothing is asked of the derivative at the endpoints, where the formula for the Lindhard function divides by zero.

Mathlib's fundamental theorem also demands that $f$ be integrable, since its integral of a non-integrable function is set to zero. The sign supplies this. When $f$ is continuous on $(a,b)$, as in both uses below, its integral over a closed interval inside $(a,b)$ is an increment of the increasing function $F$, hence at most $F(b)-F(a)$, and this bound survives as the smaller interval grows. Mathlib's `integrableOn_deriv_of_nonneg` gives integrability without assuming continuity of $f$, and it spares a separate estimate of the logarithm near $x=1$.

```lean
private lemma continuous_primitive : Continuous primitive := by
  -- `y log y` is continuous at zero, which tames the endpoint `x = 1`
  have h1 : Continuous fun x : ℝ => (1 + x) * Real.log (1 + x) :=
    Real.continuous_mul_log.comp (by fun_prop : Continuous fun x : ℝ => 1 + x)
  have h2 : Continuous fun x : ℝ => (1 - x) * Real.log (1 - x) :=
    Real.continuous_mul_log.comp (by fun_prop : Continuous fun x : ℝ => 1 - x)
  exact ((by fun_prop : Continuous fun x : ℝ => x ^ 2 / 3).add
    ((by fun_prop : Continuous fun x : ℝ => (1 + x) * (2 - x) / 6).mul h1)).add
    ((by fun_prop : Continuous fun x : ℝ => (1 - x) * (2 + x) / 6).mul h2)
```

Since $y\ln y\to0$ as $y\to0$, each logarithmic term of $F$ is a polynomial times a continuous function.

## The radial integral

```lean
/-- Between zero and twice the Fermi momentum, the derivative of `primitive` is `2 x f(x)`. -/
theorem hasDerivAt_primitive {x : ℝ} (h0 : 0 < x) (h1 : x < 1) :
    HasDerivAt primitive (2 * x * lindhard x) x := by
  have hx : x ≠ 0 := h0.ne'
  have hp : 1 + x ≠ 0 := by linarith
  have hm : 1 - x ≠ 0 := by linarith
  have p1 := (hasDerivAt_id' x).const_add 1
  have m1 := (hasDerivAt_id' x).const_sub 1
  have p2 := (hasDerivAt_id' x).const_add 2
  have m2 := (hasDerivAt_id' x).const_sub 2
  have H := (((hasDerivAt_pow 2 x).div_const 3).fun_add
    (((p1.fun_mul m2).div_const 6).fun_mul (p1.fun_mul (p1.log hp)))).fun_add
    (((m1.fun_mul p2).div_const 6).fun_mul (m1.fun_mul (m1.log hm)))
  refine H.congr_deriv ?_
  rw [lindhard, Real.log_div hp hm]
  generalize Real.log (1 + x) = a
  generalize Real.log (1 - x) = b
  field_simp
  ring
```

`HasDerivAt primitive (2 * x * lindhard x) x` reads $F'(x)=2xf(x)$. By hand, $(1\pm x)^2(2\mp x)=2\pm3x\mp x^3$, so differentiating the polynomials in front of the logarithms gives

$$\frac{1-x^2}{2}\big[\ln(1+x)-\ln(1-x)\big].$$

Differentiating the logarithms gives

$$\frac{(1+x)(2-x)-(1-x)(2+x)}{6}=\frac{x}{3}.$$

With $2x/3$ from the first term of $F$, the sum is $x+\frac{1-x^2}{2}\ln\frac{1+x}{1-x}=2xf(x)$. Lean assembles the derivative from the product rule, then replaces the two logarithms by letters `a` and `b`, so that only rational algebra remains.

```lean
private lemma primitive_one : primitive 1 = (1 + 2 * Real.log 2) / 3 := by
  rw [primitive, show (1 : ℝ) + 1 = 2 by norm_num]
  ring
```

At the upper end, $F(1)=\frac13+\frac46\ln2=\frac{1+2\ln2}{3}$.

```lean
private lemma primitive_zero : primitive 0 = 0 := by simp [primitive]
```

At the lower end, both logarithms vanish and $F(0)=0$.

```lean
/-- The integral of `2 x f(x)` from 0 to 1 equals `(1 + 2 ln 2) / 3`. -/
theorem integral_lindhard :
    ∫ x in (0 : ℝ)..1, 2 * x * lindhard x = (1 + 2 * Real.log 2) / 3 := by
  rw [integral_of_nonneg_deriv zero_le_one continuous_primitive
    (fun x hx => hasDerivAt_primitive hx.1 hx.2)
    (fun x hx => mul_nonneg (by linarith [hx.1]) (lindhard_nonneg hx.1 hx.2)),
    primitive_one, primitive_zero, sub_zero]
```

The integration lemma now gives

$$\int_0^1 2xf(x)\,dx=F(1)-F(0)=\frac{1+2\ln2}{3}.$$

## The average over angles

```lean
/-- The s-wave average of the Lindhard function over the Fermi surface is `(1 + 2 ln 2) / 3`. -/
theorem swaveAverage_eq : swaveAverage = (1 + 2 * Real.log 2) / 3 := by
  have hr : ∀ u ∈ Ioo (-1 : ℝ) 1, 0 < √((1 + u) / 2) ∧ √((1 + u) / 2) < 1 := by
    intro u hu
    refine ⟨Real.sqrt_pos.mpr (by linarith [hu.1]), ?_⟩
    rw [Real.sqrt_lt' one_pos]
    linarith [hu.2]
  have hc : Continuous fun u : ℝ => primitive (√((1 + u) / 2)) :=
    continuous_primitive.comp (by fun_prop : Continuous fun u : ℝ => √((1 + u) / 2))
  -- chain rule for the change from momentum to scattering angle
  have hd : ∀ u ∈ Ioo (-1 : ℝ) 1, HasDerivAt (fun u : ℝ => primitive (√((1 + u) / 2)))
      (lindhard (√((1 + u) / 2)) / 2) u := by
    intro u hu
    obtain ⟨h0, h1⟩ := hr u hu
    have hne : (1 + u) / 2 ≠ 0 := by linarith [hu.1]
    have hs := (((hasDerivAt_id' u).const_add 1).div_const 2).sqrt hne
    refine ((hasDerivAt_primitive h0 h1).comp u hs).congr_deriv ?_
    have hx := h0.ne'
    generalize √((1 + u) / 2) = x at hx ⊢
    field_simp
  rw [swaveAverage, integral_of_nonneg_deriv (by norm_num) hc hd
    (fun u hu => div_nonneg (lindhard_nonneg (hr u hu).1 (hr u hu).2) (by norm_num))]
  rw [show ((1 : ℝ) + 1) / 2 = 1 by norm_num, show ((1 : ℝ) + -1) / 2 = 0 by norm_num,
    Real.sqrt_one, Real.sqrt_zero, primitive_one, primitive_zero, sub_zero]
```

By hand, one substitutes $u=2x^2-1$, so that $du=4x\,dx$ and $\frac12f\,du=2xf\,dx$; the average is therefore the radial integral. Lean runs the chain rule in the other direction. With $x=\sqrt{(1+u)/2}$ and $dx/du=1/(4x)$,

$$\frac{d}{du}F(x(u))=\frac{2xf(x)}{4x}=\frac{f(x)}{2}.$$

The integration lemma then applies on $(-1,1)$, where `hr` records that $0<x<1$.

## From the average to the critical temperature

```lean
/-- A second-order reduction `c lam ^ 2` of the attraction divides the critical temperature by a
factor that tends to `exp c` at weak coupling. -/
theorem tendsto_temperature_ratio {A : ℝ} (hA : 0 < A) (c : ℝ) :
    Tendsto (fun lam => criticalTemp A lam / criticalTemp A (correctedCoupling c lam))
      (𝓝[>] 0) (𝓝 (Real.exp c)) := by
  have hc : ContinuousAt (fun l : ℝ => 1 - l * c) 0 := by fun_prop
  have ho : IsOpen {l : ℝ | 0 < 1 - l * c} := isOpen_lt (by fun_prop) (by fun_prop)
  have hpos : {l : ℝ | 0 < 1 - l * c} ∈ 𝓝 (0 : ℝ) := ho.mem_nhds (by simp)
  have hcont : ContinuousAt (fun l : ℝ => Real.exp (c / (1 - l * c))) 0 :=
    (continuousAt_const.div hc (by simp)).rexp
  have hlim := hcont.tendsto
  simp only [zero_mul, sub_zero, div_one] at hlim
  refine (hlim.mono_left nhdsWithin_le_nhds).congr' ?_
  -- for small positive coupling the ratio is exactly `exp (c / (1 - l c))`
  filter_upwards [self_mem_nhdsWithin, nhdsWithin_le_nhds hpos] with l hl hp
  have hl0 : l ≠ 0 := ne_of_gt hl
  have hp0 : 1 - l * c ≠ 0 := ne_of_gt hp
  rw [criticalTemp, criticalTemp, correctedCoupling, mul_div_mul_left _ _ hA.ne',
    ← Real.exp_sub, show l - l ^ 2 * c = l * (1 - l * c) by ring]
  congr 1
  rw [div_sub_div _ _ hl0 (mul_ne_zero hl0 hp0),
    div_eq_div_iff hp0 (mul_ne_zero hl0 (mul_ne_zero hl0 hp0))]
  ring
```

`Tendsto … (𝓝[>] 0) (𝓝 (Real.exp c))` says that the ratio tends to $e^c$ as $\lambda\to0^+$. The prefactor cancels, and

$$\frac{T_c(\lambda)}{T_c(\lambda-\lambda^2c)}=\exp\!\left(\frac{1}{\lambda(1-\lambda c)}-\frac1\lambda\right)=\exp\!\left(\frac{c}{1-\lambda c}\right)\to e^c.$$

Lean first takes the limit of the last expression by continuity. `filter_upwards` then restricts attention to $\lambda>0$ with $1-\lambda c>0$, where the ratio equals that expression exactly. Any real $c$ is allowed.

```lean
/-- The exponential of the s-wave average of the Lindhard function is `(4e)^(1/3)`. -/
theorem exp_swaveAverage : Real.exp swaveAverage = (4 * Real.exp 1) ^ (1 / 3 : ℝ) := by
  have h4 : Real.log 4 = 2 * Real.log 2 := by
    rw [show (4 : ℝ) = 2 ^ 2 by norm_num, Real.log_pow]
    norm_num
  rw [swaveAverage_eq, Real.rpow_def_of_pos (by positivity),
    Real.log_mul (by norm_num) (Real.exp_pos 1).ne', Real.log_exp, h4]
  congr 1
  ring
```

Since $\frac{1+2\ln2}{3}=\frac13\ln(4e)$, the exponential of the average is $(4e)^{1/3}$.

```lean
/-- Gorkov-Melik-Barkhudarov reduction: when the induced interaction lowers the attraction by
`lam ^ 2` times the s-wave Lindhard average, the ratio of the uncorrected to the corrected
critical temperature tends to `(4e)^(1/3)` at weak coupling. -/
theorem gorkov_melik_barkhudarov {A : ℝ} (hA : 0 < A) :
    Tendsto (fun lam => criticalTemp A lam / criticalTemp A (correctedCoupling swaveAverage lam))
      (𝓝[>] 0) (𝓝 ((4 * Real.exp 1) ^ (1 / 3 : ℝ))) := by
  rw [← exp_swaveAverage]
  exact tendsto_temperature_ratio hA swaveAverage
```

Setting $c=\langle f\rangle$ gives the reduction factor. In this weak-coupling model with static polarisation, a $T_c$ obtained from the particle–particle ladder with the bare attraction alone is too high by $(4e)^{1/3}$ in the limit.

```lean
/-- The reduction factor `(4e)^(1/3)` lies between 2.21 and 2.22. -/
theorem reduction_factor_bounds :
    2.21 < (4 * Real.exp 1) ^ (1 / 3 : ℝ) ∧ (4 * Real.exp 1) ^ (1 / 3 : ℝ) < 2.22 := by
  have hy : 0 ≤ (4 * Real.exp 1) ^ (1 / 3 : ℝ) := by positivity
  have h3 : ((4 * Real.exp 1) ^ (1 / 3 : ℝ)) ^ 3 = 4 * Real.exp 1 := by
    rw [← Real.rpow_natCast, ← Real.rpow_mul (by positivity)]
    norm_num
  have hl := Real.exp_one_gt_d9
  have hu := Real.exp_one_lt_d9
  constructor
  · apply lt_of_pow_lt_pow_left₀ 3 hy
    rw [h3]
    norm_num at hl ⊢
    linarith
  · apply lt_of_pow_lt_pow_left₀ 3 (by norm_num)
    rw [h3]
    norm_num at hu ⊢
    linarith

end

end GorkovMelikBarkhudarov
```

Cubing turns the bounds into $2.21^3<4e<2.22^3$, which Lean settles with Mathlib's decimal bounds on $e$. The corrected temperature is thus about 45% of the uncorrected one in the limit.

```lean
#print axioms GorkovMelikBarkhudarov.exchange_momentum
#print axioms GorkovMelikBarkhudarov.integral_lindhard
#print axioms GorkovMelikBarkhudarov.gorkov_melik_barkhudarov
#print axioms GorkovMelikBarkhudarov.reduction_factor_bounds
```

```
'GorkovMelikBarkhudarov.exchange_momentum' depends on axioms: [propext, Classical.choice, Quot.sound]
'GorkovMelikBarkhudarov.integral_lindhard' depends on axioms: [propext, Classical.choice, Quot.sound]
'GorkovMelikBarkhudarov.gorkov_melik_barkhudarov' depends on axioms: [propext, Classical.choice, Quot.sound]
'GorkovMelikBarkhudarov.reduction_factor_bounds' depends on axioms: [propext, Classical.choice, Quot.sound]
```
